# Shadow charge equilibration with positive hardnesses: unique relaxed charges and the gradient \(\gamma(q(n)-n)\)

In shadow charge equilibration, atomic charges \(q(n)\) relax in the field of given auxiliary charges \(n\): they minimize a shadow energy at fixed total charge. They can be introduced as "the minimizer" or by a formula. Here they are given by a formula, while minimality and stationarity are defined separately, without reference to it. That the formula yields the minimizer is then a theorem.

```lean
import Mathlib

open Matrix

namespace ShadowChargeEquilibration

noncomputable section
```

## Charges in a frozen field

Each atom \(i\) has an electronegativity \(\chi_i\) and a hardness \(u_i>0\), which sets the quadratic part \(\tfrac12u_iq_i^2\) of the energy of charging it. A symmetric matrix \(\gamma\) couples the charges, and \(Q\) is the total charge. The type `ι` labels the atoms. The geometry is fixed, so \(\chi,u,\gamma\) are constants; \(\gamma\) need not be positive definite.

```lean
/-- A charge-equilibration model: electronegativities `χ`, positive hardnesses `u`,
a symmetric Coulomb coupling `γ` and the total charge `Q`. -/
structure ChargeModel (ι : Type*) where
  χ : ι → ℝ
  u : ι → ℝ
  γ : Matrix ι ι ℝ
  Q : ℝ
  u_pos : ∀ i, 0 < u i
  γ_symm : γ.IsSymm
```

For charges \(q\) and auxiliary charges \(n\), the shadow energy is

\[
S(q,n)=\chi\cdot q+\tfrac12\sum_i u_iq_i^2+\tfrac12(2q-n)\cdot\gamma n .
\]

It is the energy \(S(q,q)=\chi\cdot q+\tfrac12\sum_i u_iq_i^2+\tfrac12\,q\cdot\gamma q\) with its Coulomb term linearized about \(n\). In Lean, `⬝ᵥ` is the dot product and `*ᵥ` applies a matrix to a vector.

```lean
variable {ι : Type*} [Fintype ι] (M : ChargeModel ι)

/-- The shadow energy `S(q,n) = ⟨χ,q⟩ + ∑ uᵢqᵢ²/2 + ⟨2q - n, γn⟩/2` of charges `q`
in the field of auxiliary charges `n`. -/
def ChargeModel.shadow (q n : ι → ℝ) : ℝ :=
  M.χ ⬝ᵥ q + (∑ i, M.u i * q i ^ 2) / 2 + (((2 : ℝ) • q - n) ⬝ᵥ (M.γ *ᵥ n)) / 2
```

At fixed \(n\), a Lagrange multiplier \(\mu\) for the total charge gives \(\chi_i+u_iq_i+(\gamma n)_i=\mu\). Dividing by \(u_i\) and summing over the atoms yields

\[
\mu(n)=\frac{Q+\sum_i(\chi_i+(\gamma n)_i)/u_i}{\sum_i 1/u_i}.
\]

```lean
/-- The common chemical potential of the relaxed charges, for at least one atom. -/
def ChargeModel.mu (n : ι → ℝ) : ℝ :=
  (M.Q + ∑ i, (M.χ i + (M.γ *ᵥ n) i) / M.u i) / ∑ i, 1 / M.u i
```

This chemical potential is conjugate to charge; that of the electrons has the opposite sign. The charges follow atom by atom: \(q_i(n)=(\mu(n)-\chi_i-(\gamma n)_i)/u_i\).

```lean
/-- The relaxed charges `q(n)` in the field of `n`, for at least one atom. -/
def ChargeModel.relaxed (n : ι → ℝ) (i : ι) : ℝ :=
  (M.mu n - M.χ i - (M.γ *ᵥ n) i) / M.u i
```

Inserting them gives the shadow potential \(U(n)=S(q(n),n)\).

```lean
/-- The shadow potential `U(n) = S(q(n),n)`, for at least one atom. -/
def ChargeModel.potential (n : ι → ℝ) : ℝ := M.shadow (M.relaxed n) n
```

A minimizer \(p\) has total charge \(Q\) and satisfies \(S(p,n)\le S(r,n)\) for every \(r\) of the same total charge.

```lean
/-- The charges `p` minimize `S(·,n)` among all charges with total `Q`. -/
def ChargeModel.IsMinimizer (n p : ι → ℝ) : Prop :=
  ∑ i, p i = M.Q ∧ ∀ r : ι → ℝ, ∑ i, r i = M.Q → M.shadow p n ≤ M.shadow r n
```

A constrained stationary point \(n\) of \(S(q,q)\) has total charge \(Q\) and zero derivative along every \(v\) with \(\sum_i v_i=0\). It may be a minimum, a maximum or a saddle.

```lean
/-- The charges `n` have total `Q`, and the energy `S(q,q)` has zero derivative at `n`
along every direction that conserves the total charge. -/
def ChargeModel.IsStationary (n : ι → ℝ) : Prop :=
  ∑ i, n i = M.Q ∧ ∀ v : ι → ℝ, ∑ i, v i = 0 →
    HasDerivAt (fun t : ℝ => M.shadow (n + t • v) (n + t • v)) 0 0
```

## Two facts about quadratic energies

Since \(\gamma^T=\gamma\), we have \(x\cdot\gamma y=y\cdot\gamma x\).

```lean
/-- The Coulomb interaction of two charge distributions is symmetric. -/
theorem coupling_comm (x y : ι → ℝ) : x ⬝ᵥ (M.γ *ᵥ y) = y ⬝ᵥ (M.γ *ᵥ x) := by
  rw [Matrix.dotProduct_mulVec, ← Matrix.mulVec_transpose, M.γ_symm.eq, dotProduct_comm]
```

Along a line, each energy below has the form \(c+ta+t^2b\), whose slope at \(t=0\) is \(a\).

```lean
/-- The slope at zero of a quadratic energy profile is its linear coefficient. -/
theorem hasDerivAt_quadratic (c a b : ℝ) :
    HasDerivAt (fun t : ℝ => c + t * a + t ^ 2 * b) a 0 := by
  have h := (((hasDerivAt_id' (0 : ℝ)).mul_const a).const_add c).fun_add
    ((hasDerivAt_pow 2 (0 : ℝ)).mul_const b)
  exact h.congr_deriv (by simp)
```

## The relaxed charges are the only minimizer

Multiplying the formula for \(q_i(n)\) by \(u_i\) recovers electronegativity equalization,

\[
\chi_i+u_iq_i(n)+(\gamma n)_i=\mu(n).
\]

```lean
/-- Electronegativity equalization: at the relaxed charges every atom has the same
chemical potential. -/
theorem relaxed_balance (n : ι → ℝ) (i : ι) :
    M.χ i + M.u i * M.relaxed n i + (M.γ *ᵥ n) i = M.mu n := by
  have hu := (M.u_pos i).ne'
  have h : M.u i * M.relaxed n i = M.mu n - M.χ i - (M.γ *ᵥ n) i := by
    unfold ChargeModel.relaxed
    field_simp
  linarith
```

The charges also have the right total:

\[
\sum_i q_i(n)=\mu(n)\sum_i\frac1{u_i}-\sum_i\frac{\chi_i+(\gamma n)_i}{u_i}=Q .
\]

This needs at least one atom, which is the hypothesis `[Nonempty ι]`.

```lean
/-- With at least one atom, the relaxed charges add up to the total charge `Q`. -/
theorem sum_relaxed [Nonempty ι] (n : ι → ℝ) : ∑ i, M.relaxed n i = M.Q := by
  have hpos : 0 < ∑ i, 1 / M.u i :=
    Finset.sum_pos (fun i _ => one_div_pos.mpr (M.u_pos i)) Finset.univ_nonempty
  have hmu : M.Q + ∑ i, (M.χ i + (M.γ *ᵥ n) i) / M.u i = M.mu n * ∑ i, 1 / M.u i :=
    (div_eq_iff hpos.ne').mp rfl
  calc ∑ i, M.relaxed n i
      = ∑ i, (M.mu n * (1 / M.u i) - (M.χ i + (M.γ *ᵥ n) i) / M.u i) :=
        Finset.sum_congr rfl (fun i _ => by unfold ChargeModel.relaxed; ring)
    _ = M.Q := by
        rw [Finset.sum_sub_distrib, ← Finset.mul_sum]
        linarith
```

Let \(p\) have total charge \(Q\) and put \(d_i=p_i-q_i(n)\), so that \(\sum_i d_i=0\). With \(p_i^2-q_i(n)^2=2q_i(n)d_i+d_i^2\),

\[
\begin{aligned}
S(p,n)-S(q(n),n)&=\sum_i d_i\bigl(\chi_i+u_iq_i(n)+(\gamma n)_i\bigr)+\tfrac12\sum_i u_id_i^2\\
&=\mu(n)\sum_i d_i+\tfrac12\sum_i u_id_i^2=\tfrac12\sum_i u_id_i^2 .
\end{aligned}
\]

In the code, `key` is this identity before \(\sum_i d_i=0\) is used.

```lean
/-- With at least one atom, charges `p` of total `Q` lie above the relaxed ones in shadow
energy by exactly `∑ uᵢ(pᵢ - qᵢ(n))²/2`. -/
theorem shadow_excess [Nonempty ι] (n : ι → ℝ) {p : ι → ℝ} (hp : ∑ i, p i = M.Q) :
    M.shadow p n = M.shadow (M.relaxed n) n
      + (∑ i, M.u i * (p i - M.relaxed n i) ^ 2) / 2 := by
  have hS : ∀ q : ι → ℝ, M.shadow q n =
      ∑ i, (M.χ i * q i + M.u i * q i ^ 2 / 2 + q i * (M.γ *ᵥ n) i)
        - (n ⬝ᵥ (M.γ *ᵥ n)) / 2 := by
    intro q
    unfold ChargeModel.shadow
    rw [sub_dotProduct, smul_dotProduct, smul_eq_mul]
    simp only [dotProduct, Finset.sum_add_distrib, ← Finset.sum_div]
    ring
  have h : ∑ i, (p i - M.relaxed n i) = 0 := by
    rw [Finset.sum_sub_distrib, hp, sum_relaxed, sub_self]
  -- complete the square atom by atom; the linear term is `μ` times the charge difference
  have key : ∑ i, (M.χ i * p i + M.u i * p i ^ 2 / 2 + p i * (M.γ *ᵥ n) i) =
      ∑ i, (M.χ i * M.relaxed n i + M.u i * M.relaxed n i ^ 2 / 2
        + M.relaxed n i * (M.γ *ᵥ n) i)
      + (∑ i, M.u i * (p i - M.relaxed n i) ^ 2) / 2
      + M.mu n * ∑ i, (p i - M.relaxed n i) := by
    rw [Finset.sum_div, Finset.mul_sum, ← Finset.sum_add_distrib, ← Finset.sum_add_distrib]
    refine Finset.sum_congr rfl fun i _ => ?_
    linear_combination (p i - M.relaxed n i) * relaxed_balance M n i
  rw [h, mul_zero, add_zero] at key
  rw [hS p, hS (M.relaxed n), key]
  ring
```

The excess is nonnegative, so \(q(n)\) is a minimizer. If \(p\) is another, its excess is zero; every \(u_i\) is positive, so every \(d_i\) vanishes and \(p=q(n)\).

```lean
/-- With at least one atom, `q(n)` is the one and only minimizer of `S(·,n)` at total
charge `Q`. -/
theorem isMinimizer_iff [Nonempty ι] (n p : ι → ℝ) :
    M.IsMinimizer n p ↔ p = M.relaxed n := by
  have hnn : ∀ r : ι → ℝ, ∀ i ∈ Finset.univ, 0 ≤ M.u i * (r i - M.relaxed n i) ^ 2 :=
    fun r i _ => mul_nonneg (M.u_pos i).le (sq_nonneg _)
  constructor
  · rintro ⟨hp, hmin⟩
    have h1 := hmin (M.relaxed n) (sum_relaxed M n)
    have h2 := shadow_excess M n hp
    have h0 : ∑ i, M.u i * (p i - M.relaxed n i) ^ 2 = 0 :=
      le_antisymm (by linarith) (Finset.sum_nonneg (hnn p))
    funext i
    have hi := (Finset.sum_eq_zero_iff_of_nonneg (hnn p)).mp h0 i (Finset.mem_univ i)
    rcases mul_eq_zero.mp hi with h | h
    · exact absurd h (M.u_pos i).ne'
    · exact sub_eq_zero.mp ((pow_eq_zero_iff two_ne_zero).mp h)
  · intro hp
    rw [hp]
    refine ⟨sum_relaxed M n, fun r hr => ?_⟩
    have h1 := shadow_excess M n hr
    have h2 := Finset.sum_nonneg (hnn r)
    linarith
```

## Only the explicit dependence on \(n\) survives

Fix \(n\) and let the field \(m\) vary. The excess formula in the field \(m\), with \(p=q(n)\), reads

\[
U(m)=S(q(n),m)-R(m),\qquad R(m)=\tfrac12\sum_i u_i\bigl(q_i(n)-q_i(m)\bigr)^2 .
\]

Since \(R\ge0\) and \(R(n)=0\), the derivative of \(R\) vanishes at \(n\). With \(q(n)\) frozen, the remaining term is

\[
S(q(n),n+tv)=S(q(n),n)+t\,\gamma(q(n)-n)\cdot v-\tfrac{t^2}{2}\,v\cdot\gamma v ,
\]

so \(\nabla U(n)=\gamma(q(n)-n)\).

The proof turns on `hmin.fderiv_eq_zero`, Mathlib's form of Fermat's theorem: at a local minimum the Fréchet derivative is zero. It removes \(R\) without computing the response \(\partial q/\partial n\). Most of the earlier lines establish differentiability, which is needed to differentiate the difference term by term. At the end, `hl.unique` identifies the derivative along \(v\) with the linear coefficient above.

The theorem states the gradient through its action on each \(v\), and \(n\) itself need not carry charge \(Q\).

```lean
/-- With at least one atom, the shadow potential `U` is differentiable and its gradient
at `n` is `γ(q(n) - n)`. -/
theorem gradient_potential [Nonempty ι] (n : ι → ℝ) :
    DifferentiableAt ℝ M.potential n ∧
      ∀ v, fderiv ℝ M.potential n v = (M.γ *ᵥ (M.relaxed n - n)) ⬝ᵥ v := by
  have hco : ∀ i, Differentiable ℝ (fun m : ι → ℝ => m i) := fun i => by fun_prop
  have hga : ∀ i, Differentiable ℝ (fun m : ι → ℝ => (M.γ *ᵥ m) i) := by
    intro i
    simp only [Matrix.mulVec, dotProduct]
    exact Differentiable.fun_sum fun j _ => (hco j).const_mul _
  have hdiv : ∀ {f : (ι → ℝ) → ℝ} (c : ℝ), Differentiable ℝ f →
      Differentiable ℝ (fun m => f m / c) := by
    intro f c h
    simp only [div_eq_mul_inv]
    exact h.mul_const _
  have hmu : Differentiable ℝ (fun m : ι → ℝ => M.mu m) := by
    have h : ∀ i, Differentiable ℝ
        (fun m : ι → ℝ => (M.χ i + (M.γ *ᵥ m) i) / M.u i) :=
      fun i => hdiv (M.u i) ((hga i).const_add (M.χ i))
    unfold ChargeModel.mu
    exact hdiv _ (Differentiable.const_add _ (Differentiable.fun_sum fun i _ => h i))
  have hre : ∀ i, Differentiable ℝ (fun m : ι → ℝ => M.relaxed m i) := by
    intro i
    have h : Differentiable ℝ (fun m : ι → ℝ => M.mu m - M.χ i - (M.γ *ᵥ m) i) :=
      (hmu.sub_const (M.χ i)).sub (hga i)
    unfold ChargeModel.relaxed
    exact hdiv _ h
  have hf : Differentiable ℝ (fun m : ι → ℝ => M.shadow (M.relaxed n) m) := by
    have h : ∀ i, Differentiable ℝ
        (fun m : ι → ℝ => (((2 : ℝ) • M.relaxed n) i - m i) * (M.γ *ᵥ m) i) :=
      fun i => ((hco i).const_sub (((2 : ℝ) • M.relaxed n) i)).mul (hga i)
    simp only [ChargeModel.shadow, dotProduct, Pi.sub_apply]
    exact Differentiable.const_add _ (hdiv 2 (Differentiable.fun_sum fun i _ => h i))
  have hg : Differentiable ℝ (fun m : ι → ℝ =>
      (∑ i, M.u i * (M.relaxed n i - M.relaxed m i) ^ 2) / 2) := by
    have h : ∀ i, Differentiable ℝ
        (fun m : ι → ℝ => M.u i * (M.relaxed n i - M.relaxed m i) ^ 2) :=
      fun i => (((hre i).const_sub (M.relaxed n i)).pow 2).const_mul (M.u i)
    exact hdiv 2 (Differentiable.fun_sum fun i _ => h i)
  -- the relaxation energy is minimal, hence stationary, at `m = n`
  have hmin : IsLocalMin (fun m : ι → ℝ =>
      (∑ i, M.u i * (M.relaxed n i - M.relaxed m i) ^ 2) / 2) n := by
    refine Filter.Eventually.of_forall fun m => ?_
    have h0 : (∑ i, M.u i * (M.relaxed n i - M.relaxed n i) ^ 2) / 2 = 0 := by simp
    exact h0.le.trans (div_nonneg (Finset.sum_nonneg fun i _ =>
      mul_nonneg (M.u_pos i).le (sq_nonneg _)) zero_le_two)
  have hU : M.potential = fun m => M.shadow (M.relaxed n) m
      - (∑ i, M.u i * (M.relaxed n i - M.relaxed m i) ^ 2) / 2 := by
    funext m
    have h := shadow_excess M m (sum_relaxed M n)
    simp only [ChargeModel.potential]
    linarith
  have hd : HasFDerivAt M.potential
      (fderiv ℝ (fun m : ι → ℝ => M.shadow (M.relaxed n) m) n) n := by
    rw [hU]
    have h := (hf n).hasFDerivAt.sub (hg n).hasFDerivAt
    rw [hmin.fderiv_eq_zero, sub_zero] at h
    exact h
  refine ⟨hd.differentiableAt, fun v => ?_⟩
  rw [hd.fderiv]
  -- only the explicit dependence on `n` is left, and it is quadratic along a line
  have hline : ∀ t : ℝ, M.shadow (M.relaxed n) (n + t • v) = M.shadow (M.relaxed n) n
      + t * ((M.γ *ᵥ (M.relaxed n - n)) ⬝ᵥ v) + t ^ 2 * (-(v ⬝ᵥ (M.γ *ᵥ v)) / 2) := by
    intro t
    have h1 : (M.γ *ᵥ M.relaxed n) ⬝ᵥ v = M.relaxed n ⬝ᵥ (M.γ *ᵥ v) := by
      rw [dotProduct_comm]; exact coupling_comm M v _
    have h2 : (M.γ *ᵥ n) ⬝ᵥ v = n ⬝ᵥ (M.γ *ᵥ v) := by
      rw [dotProduct_comm]; exact coupling_comm M v n
    simp only [ChargeModel.shadow, Matrix.mulVec_add, Matrix.mulVec_sub, Matrix.mulVec_smul,
      add_dotProduct, sub_dotProduct, smul_dotProduct, dotProduct_add, dotProduct_smul,
      smul_eq_mul]
    linear_combination (-t) * h1 + t * h2 - t / 2 * coupling_comm M v n
  have hl : HasDerivAt (fun t : ℝ => M.shadow (M.relaxed n) (n + t • v))
      (fderiv ℝ (fun m : ι → ℝ => M.shadow (M.relaxed n) m) n v) 0 :=
    (hf n).hasFDerivAt.hasLineDerivAt v
  simp only [hline] at hl
  exact hl.unique (hasDerivAt_quadratic _ _ _)
```

## Self-consistency is stationarity

For the energy \(S(q,q)\), expansion along \(n+tv\) gives

\[
\begin{aligned}
S(n+tv,n+tv)={}&S(n,n)+t\sum_i v_i\bigl(\chi_i+u_in_i+(\gamma n)_i\bigr)\\
&+\tfrac{t^2}{2}\Bigl(\sum_i u_iv_i^2+v\cdot\gamma v\Bigr).
\end{aligned}
\]

```lean
/-- The derivative of the energy `S(q,q)` at `n` along `v` is the sum of `vᵢ` times the
electronegativity `χᵢ + uᵢnᵢ + (γn)ᵢ`. -/
theorem energy_hasDerivAt (n v : ι → ℝ) :
    HasDerivAt (fun t : ℝ => M.shadow (n + t • v) (n + t • v))
      (∑ i, v i * (M.χ i + M.u i * n i + (M.γ *ᵥ n) i)) 0 := by
  have h2 : ∑ i, v i * (M.χ i + M.u i * n i + (M.γ *ᵥ n) i) =
      M.χ ⬝ᵥ v + ∑ i, M.u i * n i * v i + v ⬝ᵥ (M.γ *ᵥ n) := by
    simp only [dotProduct, ← Finset.sum_add_distrib]
    exact Finset.sum_congr rfl fun i _ => by ring
  have hline : ∀ t : ℝ, M.shadow (n + t • v) (n + t • v) = M.shadow n n
      + t * (M.χ ⬝ᵥ v + ∑ i, M.u i * n i * v i + v ⬝ᵥ (M.γ *ᵥ n))
      + t ^ 2 * ((∑ i, M.u i * v i ^ 2) / 2 + (v ⬝ᵥ (M.γ *ᵥ v)) / 2) := by
    intro t
    have h1 : ∑ i, M.u i * (n + t • v) i ^ 2 = ∑ i, M.u i * n i ^ 2
        + 2 * t * ∑ i, M.u i * n i * v i + t ^ 2 * ∑ i, M.u i * v i ^ 2 := by
      rw [Finset.mul_sum, Finset.mul_sum, ← Finset.sum_add_distrib,
        ← Finset.sum_add_distrib]
      refine Finset.sum_congr rfl fun i _ => ?_
      simp only [Pi.add_apply, Pi.smul_apply, smul_eq_mul]
      ring
    unfold ChargeModel.shadow
    rw [h1]
    simp only [Matrix.mulVec_add, Matrix.mulVec_smul, add_dotProduct, sub_dotProduct,
      smul_dotProduct, dotProduct_add, dotProduct_smul, smul_eq_mul]
    linear_combination t / 2 * coupling_comm M n v
  rw [h2]
  simp only [hline]
  exact hasDerivAt_quadratic _ _ _
```

If \(q(n)=n\), every bracket in the linear term equals \(\mu(n)\), and the slope is \(\mu(n)\sum_i v_i=0\). Conversely, let \(n\) be stationary and take \(v=n-q(n)\), which conserves charge. Equalization turns each bracket into \(\mu(n)+u_i(n_i-q_i(n))\), hence

\[
0=\mu(n)\sum_i v_i+\sum_i u_i\bigl(n_i-q_i(n)\bigr)^2=\sum_i u_i\bigl(n_i-q_i(n)\bigr)^2,
\]

and \(n=q(n)\). Lean takes the last step through the excess formula: \(n\) has the same shadow energy as \(q(n)\), so it is a minimizer, and the minimizer is unique.

The equivalence does not say that a self-consistent \(n\) exists or is unique.

```lean
/-- With at least one atom, the relaxed charges reproduce the auxiliary ones, `q(n) = n`,
exactly when `n` is a stationary point of `S(q,q)` at total charge `Q`. -/
theorem relaxed_eq_self_iff [Nonempty ι] (n : ι → ℝ) :
    M.relaxed n = n ↔ M.IsStationary n := by
  constructor
  · intro h
    have hQ := sum_relaxed M n
    have hb := relaxed_balance M n
    rw [h] at hQ hb
    refine ⟨hQ, fun v hv => ?_⟩
    have ha : ∑ i, v i * (M.χ i + M.u i * n i + (M.γ *ᵥ n) i) = 0 := by
      simp only [hb]
      rw [← Finset.sum_mul, hv, zero_mul]
    exact (energy_hasDerivAt M n v).congr_deriv ha
  · rintro ⟨hQ, hst⟩
    have hv : ∑ i, (n i - M.relaxed n i) = 0 := by
      rw [Finset.sum_sub_distrib, hQ, sum_relaxed, sub_self]
    -- test stationarity along the residual `n - q(n)`
    have ha : ∑ i, (n i - M.relaxed n i) * (M.χ i + M.u i * n i + (M.γ *ᵥ n) i) = 0 :=
      (energy_hasDerivAt M n (fun i => n i - M.relaxed n i)).unique (hst _ hv)
    have hsq : ∑ i, M.u i * (n i - M.relaxed n i) ^ 2 =
        ∑ i, (n i - M.relaxed n i) * (M.χ i + M.u i * n i + (M.γ *ᵥ n) i)
          - M.mu n * ∑ i, (n i - M.relaxed n i) := by
      rw [Finset.mul_sum, ← Finset.sum_sub_distrib]
      refine Finset.sum_congr rfl fun i _ => ?_
      linear_combination (-(n i - M.relaxed n i)) * relaxed_balance M n i
    rw [ha, hv, mul_zero, sub_zero] at hsq
    have he := shadow_excess M n hQ
    rw [hsq] at he
    refine ((isMinimizer_iff M n n).mp ⟨hQ, fun r hr => ?_⟩).symm
    have hr' := ((isMinimizer_iff M n (M.relaxed n)).mpr rfl).2 r hr
    linarith
```

## The energy difference is quadratic in the residual

For any \(q\) and \(n\), the one-body terms cancel:

\[
S(q,q)-S(q,n)=\tfrac12\,q\cdot\gamma q-q\cdot\gamma n+\tfrac12\,n\cdot\gamma n
=\tfrac12(q-n)\cdot\gamma(q-n).
\]

At \(q=q(n)\), this compares the two energies at the same charges; it is not the distance to the self-consistent energy.

```lean
/-- The energy `S(q,q)` and the shadow energy `S(q,n)` differ by half the Coulomb
self-interaction of the residual `q - n`. -/
theorem energy_sub_shadow (q n : ι → ℝ) :
    M.shadow q q - M.shadow q n = ((q - n) ⬝ᵥ (M.γ *ᵥ (q - n))) / 2 := by
  simp only [ChargeModel.shadow, Matrix.mulVec_sub, sub_dotProduct, smul_dotProduct,
    dotProduct_sub, smul_eq_mul]
  linear_combination (1 / 2 : ℝ) * coupling_comm M n q

end

end ShadowChargeEquilibration
```

```lean
#print axioms ShadowChargeEquilibration.shadow_excess
#print axioms ShadowChargeEquilibration.gradient_potential
#print axioms ShadowChargeEquilibration.relaxed_eq_self_iff
#print axioms ShadowChargeEquilibration.energy_sub_shadow
```

```
'ShadowChargeEquilibration.shadow_excess' depends on axioms: [propext, Classical.choice, Quot.sound]
'ShadowChargeEquilibration.gradient_potential' depends on axioms: [propext, Classical.choice, Quot.sound]
'ShadowChargeEquilibration.relaxed_eq_self_iff' depends on axioms: [propext, Classical.choice, Quot.sound]
'ShadowChargeEquilibration.energy_sub_shadow' depends on axioms: [propext, Classical.choice, Quot.sound]
```

## Relaxed charges without iteration

In extended-Lagrangian dynamics with this classical charge model, \(n\) is propagated along with the atoms. To relax the charges, a step evaluates the potentials \(\gamma n\) once, forms the two sums in \(\mu(n)\) and reads off \(q(n)\), with no self-consistency iteration. The residual \(q(n)-n\) then drives the equation of motion for \(n\). An implementation can be tested at fixed geometry by comparing finite differences of \(U\) with \(\gamma(q(n)-n)\). Forces on the atoms would also require derivatives of \(\chi\), \(u\) and \(\gamma\) with respect to position, which the theorems do not treat.
